# First contact of two hard spheres in free flight: criterion and time

Two hard spheres move freely, each at constant velocity. They exert no force on each other until their surfaces meet. Will they meet, and if so, when? An event-driven simulation of a hard-sphere fluid asks this for pairs of particles between collisions, and the answer below applies there as long as the flight is force-free and no third particle interferes first.

Only the relative motion matters. Let \(r\) be the position of the first sphere relative to the second at time \(0\), and \(v\) the relative velocity. At time \(t\) the relative position is \(r+tv\). Let \(s\) be the contact distance, the sum of the two radii: it stands for an infinitely steep repulsion, which lets the centres come as near as \(s\) and no nearer. The spheres touch at time \(t\) when

\[
\|r+tv\| = s .
\]

The vectors live in a real inner-product space `E`. Three-dimensional space is the usual case, but discs in a plane and rods on a line are covered too, since no dimension is fixed. In Lean, `inner ℝ r v` is the scalar product \(\langle r,v\rangle\), and `t • v` is the vector \(tv\).

```lean
import Mathlib

open Set

namespace HardSphereCollision

noncomputable section

variable {E : Type*} [NormedAddCommGroup E] [InnerProductSpace ℝ E]
```

## The contact equation and its root

Write \(b=\langle r,v\rangle\). Squaring the contact condition gives a quadratic equation for the time,

\[
\|v\|^2t^2+2bt+\|r\|^2-s^2=0 .
\]

Its linear coefficient is \(2b\), so the textbook discriminant is \(4b^2-4\|v\|^2(\|r\|^2-s^2)\). It is convenient to divide out the factor 4 and to work with

\[
D=b^2-\|v\|^2\left(\|r\|^2-s^2\right).
\]

```lean
/-- The collision discriminant `D = ⟨r,v⟩² - ‖v‖² (‖r‖² - s²)` for relative position `r`,
relative velocity `v` and contact distance `s`. -/
def discriminant (r v : E) (s : ℝ) : ℝ :=
  (inner ℝ r v) ^ 2 - ‖v‖ ^ 2 * (‖r‖ ^ 2 - s ^ 2)
```

If \(v\neq0\) and \(D\ge0\), the roots are \((-b\pm\sqrt D)/\|v\|^2\). The smaller one is the candidate for the first contact:

\[
\tau=\frac{-b-\sqrt D}{\|v\|^2}.
\]

The denominator is \(\|v\|^2\), not \(2\|v\|^2\), because the factor 2 has already been cancelled. Putting this \(D\) into the textbook formula, as \((-2b-\sqrt D)/(2\|v\|^2)\), gives a wrong time unless \(D=0\). The larger root is the time at which the spheres would separate again if they could pass through each other.

Lean assigns `collisionTime` a value for every input, but that value need not be a contact time. The theorems below state conditions under which it is one.

```lean
/-- The collision time `(-⟨r,v⟩ - √D) / ‖v‖²`, meant for `v ≠ 0` and `D ≥ 0`. -/
def collisionTime (r v : E) (s : ℝ) : ℝ :=
  (-(inner ℝ r v) - √(discriminant r v s)) / ‖v‖ ^ 2
```

## Completing the square

The quadratic comes from expanding the squared norm:

\[
\|r+tv\|^2=\|r\|^2+2t\langle r,v\rangle+t^2\|v\|^2 .
\]

The proof uses the expansion of the norm of a sum, moves the scalar \(t\) out of the inner product and the norm, and replaces \(|t|^2\) by \(t^2\). `ring` then puts the terms in order.

```lean
/-- In free flight the squared separation is a quadratic polynomial in time. -/
theorem separation_sq (r v : E) (t : ℝ) :
    ‖r + t • v‖ ^ 2 = ‖r‖ ^ 2 + 2 * t * inner ℝ r v + t ^ 2 * ‖v‖ ^ 2 := by
  rw [norm_add_sq_real, inner_smul_right, norm_smul, mul_pow, Real.norm_eq_abs, sq_abs]
  ring
```

Now subtract \(s^2\), multiply by \(\|v\|^2\), and add and subtract \(b^2\):

\[
\begin{aligned}
\|v\|^2\left(\|r+tv\|^2-s^2\right)
&=\|v\|^4t^2+2b\|v\|^2t+\|v\|^2(\|r\|^2-s^2)\\
&=(\|v\|^2t+b)^2-D .
\end{aligned}
\]

This identity holds for all \(r\), \(v\), \(s\) and \(t\), and the rest of the argument rests on it. When \(v\ne0\), the sign of the right-hand side tells whether the separation is larger than, equal to or smaller than \(s\), provided that \(s\ge0\).

```lean
/-- Completing the square: the excess of the squared separation over `s²`, times `‖v‖²`,
is a perfect square minus the discriminant. -/
theorem complete_square (r v : E) (s t : ℝ) :
    ‖v‖ ^ 2 * (‖r + t • v‖ ^ 2 - s ^ 2) =
      (‖v‖ ^ 2 * t + inner ℝ r v) ^ 2 - discriminant r v s := by
  rw [separation_sq, discriminant]
  ring
```

In these terms \(\tau\) has a simple description. For \(v\neq0\), multiplying the definition of \(\tau\) by \(\|v\|^2\) and rearranging gives

\[
t=\tau\quad\Longleftrightarrow\quad \|v\|^2t+b=-\sqrt D .
\]

The lemma lets the next proof use this linear equation in place of the quotient. `eq_div_iff` clears the denominator, and `linarith` moves \(b\) across in each direction.

```lean
/-- For nonzero relative velocity, the collision time is the one time `t` at which `‖v‖² t + ⟨r,v⟩ =
-√D`. -/
theorem eq_collisionTime_iff {v : E} (hv : v ≠ 0) (r : E) (s t : ℝ) :
    t = collisionTime r v s ↔
      ‖v‖ ^ 2 * t + inner ℝ r v = -√(discriminant r v s) := by
  have hv2 : ‖v‖ ^ 2 ≠ 0 := pow_ne_zero 2 (norm_ne_zero_iff.mpr hv)
  rw [collisionTime, eq_div_iff hv2]
  constructor <;> intro h <;> linarith
```

## What happens at the collision time, and before it

Suppose that \(v\neq0\), \(s\ge0\) and \(D\ge0\). Three facts follow.

First, the spheres touch at \(\tau\). There the perfect square is \((-\sqrt D)^2=D\), so the right-hand side of the identity vanishes. Since \(\|v\|^2>0\), this leaves \(\|r+\tau v\|^2=s^2\). Both \(s\) and the norm are nonnegative, so they are equal.

Second, the inner product of relative position and velocity at that moment is

\[
\langle r+\tau v,v\rangle=b+\tau\|v\|^2=-\sqrt D .
\]

For \(s>0\), the unit vector along the line of centres is \(n=(r+\tau v)/s\), and the normal component of the relative velocity is \(\langle n,v\rangle=-\sqrt D/s\). The spheres are approaching if \(D>0\) and only graze each other if \(D=0\).

Third, the separation exceeds \(s\) at every earlier time. Put \(u=\|v\|^2t+b\). For \(t<\tau\) we have \(u<-\sqrt D\), so \(-u-\sqrt D\) and \(-u+\sqrt D\) are both positive. Their product is

\[
(-u-\sqrt D)(-u+\sqrt D)=u^2-D>0 ,
\]

and the identity gives \(\|r+tv\|^2>s^2\).

The three bullets of the Lean proof follow this order. In the last one, `h3` and `h4` are the two positive factors and `h5` is their product.

```lean
/-- If `v ≠ 0`, `s ≥ 0` and `D ≥ 0`, then at the collision time the separation equals `s` and the
inner product of relative position and velocity is `-√D`; at all earlier times the separation
exceeds `s`. -/
theorem collisionTime_spec {r v : E} {s : ℝ} (hv : v ≠ 0) (hs : 0 ≤ s)
    (hD : 0 ≤ discriminant r v s) :
    ‖r + collisionTime r v s • v‖ = s ∧
      inner ℝ (r + collisionTime r v s • v) v = -√(discriminant r v s) ∧
      ∀ t < collisionTime r v s, s < ‖r + t • v‖ := by
  have hpos : 0 < ‖v‖ ^ 2 := pow_pos (norm_pos_iff.mpr hv) 2
  have h1 := (eq_collisionTime_iff hv r s (collisionTime r v s)).mp rfl
  refine ⟨?_, ?_, ?_⟩
  · -- the perfect square equals the discriminant at the collision time
    have h2 := complete_square r v s (collisionTime r v s)
    rw [h1, neg_sq, Real.sq_sqrt hD, sub_self] at h2
    have h3 := (mul_eq_zero.mp h2).resolve_left hpos.ne'
    exact (sq_eq_sq₀ (norm_nonneg _) hs).mp (by linarith)
  · rw [inner_add_left, real_inner_smul_left, real_inner_self_eq_norm_sq]
    linarith
  · intro t ht
    -- before the collision time the perfect square exceeds the discriminant
    have h2 := mul_lt_mul_of_pos_left ht hpos
    have hq := Real.sqrt_nonneg (discriminant r v s)
    have hqq := Real.sq_sqrt hD
    have h3 : 0 < -(‖v‖ ^ 2 * t + inner ℝ r v) - √(discriminant r v s) := by linarith
    have h4 : 0 < -(‖v‖ ^ 2 * t + inner ℝ r v) + √(discriminant r v s) := by linarith
    have h5 := mul_pos h3 h4
    have h6 : 0 < ‖v‖ ^ 2 * (‖r + t • v‖ ^ 2 - s ^ 2) := by
      rw [complete_square]
      linarith
    have h7 := (mul_pos_iff_of_pos_left hpos).mp h6
    exact lt_of_pow_lt_pow_left₀ 2 (norm_nonneg _) (by linarith)
```

## The collision criterion

Now let the spheres start apart, \(0\le s<\|r\|\). The claim is that they touch at some \(t\ge0\) exactly when

\[
b<0\quad\text{and}\quad D\ge0 ,
\]

and that the first contact is then at \(\tau\).

Suppose first that they touch at some \(t\ge0\). If \(b\) were nonnegative, the expansion would give

\[
s^2=\|r\|^2+2tb+t^2\|v\|^2\ge\|r\|^2>s^2 ,
\]

which is absurd, so \(b<0\). At contact the left-hand side of the completed square is zero, so \(D=(\|v\|^2t+b)^2\ge0\).

Conversely, let \(b<0\) and \(D\ge0\). Then \(v\neq0\), because \(v=0\) would make \(b=0\). By the previous result the spheres touch at \(\tau\) and at no earlier time. It remains to see that \(\tau\) does not lie in the past. Since \(\|r\|^2>s^2\), we have \(D\le b^2\), hence \(\sqrt D\le -b\) and \(\tau\ge0\).

The theorem is a conjunction. Its first part is the equivalence. Its second part says `IsLeast`: \(\tau\) belongs to the set of nonnegative contact times and is a lower bound for it. The proof establishes the second part first, under the name `least`, and takes from it the contact that the equivalence needs.

```lean
/-- Spheres that start apart touch at some time `t ≥ 0` exactly when `⟨r,v⟩ < 0` and `D ≥ 0`,
and the first contact is then at the collision time. -/
theorem collision_criterion {r v : E} {s : ℝ} (hs : 0 ≤ s) (hr : s < ‖r‖) :
    ((∃ t : ℝ, 0 ≤ t ∧ ‖r + t • v‖ = s) ↔
        inner ℝ r v < 0 ∧ 0 ≤ discriminant r v s) ∧
      (inner ℝ r v < 0 → 0 ≤ discriminant r v s →
        IsLeast {t : ℝ | 0 ≤ t ∧ ‖r + t • v‖ = s} (collisionTime r v s)) := by
  have hrs : s ^ 2 < ‖r‖ ^ 2 := by nlinarith
  have least : inner ℝ r v < 0 → 0 ≤ discriminant r v s →
      IsLeast {t : ℝ | 0 ≤ t ∧ ‖r + t • v‖ = s} (collisionTime r v s) := by
    intro hb hD
    have hv : v ≠ 0 := by
      rintro rfl
      simp at hb
    obtain ⟨hc, -, hbefore⟩ := collisionTime_spec hv hs hD
    refine ⟨⟨?_, hc⟩, ?_⟩
    · -- starting outside contact gives √D ≤ -⟨r,v⟩
      have hle : √(discriminant r v s) ≤ -(inner ℝ r v) := by
        refine Real.sqrt_le_iff.mpr ⟨by linarith, ?_⟩
        have h := mul_nonneg (sq_nonneg ‖v‖) (sub_nonneg.mpr hrs.le)
        rw [discriminant, neg_sq]
        linarith
      exact div_nonneg (by linarith) (sq_nonneg _)
    · rintro t ⟨-, ht⟩
      by_contra hlt
      exact (hbefore t (not_le.mp hlt)).ne' ht
  refine ⟨⟨?_, fun h => ⟨_, (least h.1 h.2).1⟩⟩, least⟩
  rintro ⟨t, ht, hc⟩
  constructor
  · -- if `⟨r,v⟩ ≥ 0`, the separation never falls below its initial value
    by_contra hb
    have h1 := separation_sq r v t
    rw [hc] at h1
    have h2 := mul_nonneg ht (not_lt.mp hb)
    have h3 := mul_nonneg (sq_nonneg t) (sq_nonneg ‖v‖)
    linarith
  · have h1 := complete_square r v s t
    rw [hc, sub_self, mul_zero] at h1
    have h2 := sq_nonneg (‖v‖ ^ 2 * t + inner ℝ r v)
    linarith
```

Neither condition can be dropped in general. In the plane, \(r=(-2,2)\), \(v=(1,0)\) and \(s=1\) give \(b=-2\) but \(D=-3\): the spheres approach and miss each other. On a line, take \(r=2\), \(v=1\) and \(s=1\). Then \(D=1\), but \(b=2\): the spheres are moving apart, and the two roots \(-3\) and \(-1\) lie in the past. A program that tests only the sign of \(D\) would report a collision here.

The strict sign in \(b<0\) matters as well. With \(b\le0\) in its place, the statement would be false for spheres at relative rest: \(v=0\) gives \(b=0\) and \(D=0\), yet separated spheres at relative rest never touch.

The hypothesis \(s<\|r\|\) excludes overlap at the start. Without it the criterion fails: for \(r=1\), \(v=1\) and \(s=2\), the separation reaches \(2\) at \(t=1\), although \(b=1>0\). This is an overlapping pair on its way out. The hypothesis also excludes a pair in contact at the start, \(\|r\|=s\), such as one that has just collided. Such a pair touches at \(t=0\) whatever the sign of \(b\). If \(b>0\), the expansion of the squared separation shows that it does not touch again in free flight.

The case \(s=0\) describes point particles. The Cauchy–Schwarz inequality then gives \(D\le0\), so the second condition becomes \(D=0\), and the particles meet only if the relative velocity \(v\) points exactly opposite to \(r\).

## The discriminant as a test of the miss distance

The condition \(D\ge0\) also has a geometric reading. For \(v\neq0\), the perfect square vanishes at

\[
t_*=-\frac{b}{\|v\|^2}.
\]

Subtracting the identity at \(t_*\) from the identity at \(t\) gives

\[
\|v\|^2\left(\|r+tv\|^2-\|r+t_*v\|^2\right)=(\|v\|^2t+b)^2\ge0 ,
\]

so the separation is smallest at \(t_*\). Call this smallest value \(d\); in scattering it is the impact parameter. At \(t_*\) the identity reads

\[
\|v\|^2(d^2-s^2)=-D .
\]

Hence \(D\ge0\) exactly when \(d\le s\). The two collision conditions now say that the spheres are approaching and that their undisturbed paths would bring the centres within the contact distance.

Here `t` runs over all real times, and the spheres need not start apart. The minimum may therefore lie in the past, which is why the sign of \(b\) has to be tested separately. In the proof, `hz` records that the square vanishes at \(t_*\), and `hk` is the identity at that time. The remaining steps compare squares of nonnegative numbers.

```lean
/-- For `v ≠ 0` and `s ≥ 0`, the separation is smallest at time `-⟨r,v⟩ / ‖v‖²`, and the
discriminant is nonnegative exactly when this smallest separation is at most `s`. -/
theorem closest_approach {r v : E} {s : ℝ} (hv : v ≠ 0) (hs : 0 ≤ s) :
    (∀ t : ℝ, ‖r + (-(inner ℝ r v) / ‖v‖ ^ 2) • v‖ ≤ ‖r + t • v‖) ∧
      (0 ≤ discriminant r v s ↔ ‖r + (-(inner ℝ r v) / ‖v‖ ^ 2) • v‖ ≤ s) := by
  have hpos : 0 < ‖v‖ ^ 2 := pow_pos (norm_pos_iff.mpr hv) 2
  have h0 := div_mul_cancel₀ (-(inner ℝ r v)) hpos.ne'
  have hk := complete_square r v s (-(inner ℝ r v) / ‖v‖ ^ 2)
  -- the perfect square vanishes at closest approach
  have hz : ‖v‖ ^ 2 * (-(inner ℝ r v) / ‖v‖ ^ 2) + inner ℝ r v = 0 := by
    rw [mul_comm, h0, neg_add_cancel]
  rw [hz] at hk
  refine ⟨fun t => ?_, fun hD => ?_, fun hle => ?_⟩
  · have ht := complete_square r v s t
    have hsq := sq_nonneg (‖v‖ ^ 2 * t + inner ℝ r v)
    refine (pow_le_pow_iff_left₀ (norm_nonneg _) (norm_nonneg _) two_ne_zero).mp ?_
    exact le_of_mul_le_mul_left (by linarith) hpos
  · refine (pow_le_pow_iff_left₀ (norm_nonneg _) hs two_ne_zero).mp ?_
    exact le_of_mul_le_mul_left (by linarith) hpos
  · have h1 := pow_le_pow_left₀ (norm_nonneg _) hle 2
    have h2 := mul_nonneg hpos.le (sub_nonneg.mpr h1)
    linarith
```

## Two spheres with their own positions and velocities

Finally, let the spheres have radii \(a_1,a_2>0\), initial centres \(x_1,x_2\) and velocities \(v_1,v_2\). The vector between the centres at time \(t\) is

\[
(x_1+tv_1)-(x_2+tv_2)=(x_1-x_2)+t(v_1-v_2).
\]

This is the earlier problem with \(r=x_1-x_2\), \(v=v_1-v_2\) and \(s=a_1+a_2\). If the spheres start apart, they touch at some \(t\ge0\) exactly when

\[
\langle x_1-x_2,v_1-v_2\rangle<0
\quad\text{and}\quad D\ge0 ,
\]

with \(D\) formed from these relative quantities. Exchanging the labels reverses both \(r\) and \(v\), and changes neither condition.

In Lean, `dist` is the distance between the centres and `hsep` says that it initially exceeds the sum of the radii. The auxiliary statement `e` is the passage to relative coordinates, and the first part of `collision_criterion` does the rest. This last theorem gives the criterion alone; the time is the one found above for the relative vectors.

```lean
/-- Two separated spheres of radii `a₁`, `a₂` in uniform motion touch at some time `t ≥ 0`
exactly when their relative position and velocity satisfy the collision criterion. -/
theorem two_spheres_collide_iff {x₁ x₂ v₁ v₂ : E} {a₁ a₂ : ℝ} (h₁ : 0 < a₁) (h₂ : 0 < a₂)
    (hsep : a₁ + a₂ < dist x₁ x₂) :
    (∃ t : ℝ, 0 ≤ t ∧ dist (x₁ + t • v₁) (x₂ + t • v₂) = a₁ + a₂) ↔
      inner ℝ (x₁ - x₂) (v₁ - v₂) < 0 ∧
        0 ≤ discriminant (x₁ - x₂) (v₁ - v₂) (a₁ + a₂) := by
  have e : ∀ t : ℝ, dist (x₁ + t • v₁) (x₂ + t • v₂) =
      ‖(x₁ - x₂) + t • (v₁ - v₂)‖ := by
    intro t
    rw [dist_eq_norm]
    congr 1
    module
  rw [dist_eq_norm] at hsep
  simp only [e]
  exact (collision_criterion (by linarith) hsep).1

end

end HardSphereCollision
```

The model describes one pair in unbounded space, up to its first contact. It contains no external field, periodic images or rounding error, and no rule for the velocities after the impact. Grazing counts as contact, although the normal relative velocity is then zero and an elastic collision between smooth spheres would leave both velocities unchanged.

```lean
#print axioms HardSphereCollision.closest_approach
#print axioms HardSphereCollision.two_spheres_collide_iff
```

```
'HardSphereCollision.closest_approach' depends on axioms: [propext, Classical.choice, Quot.sound]
'HardSphereCollision.two_spheres_collide_iff' depends on axioms: [propext, Classical.choice, Quot.sound]
```
